# Gaussian smoothing lowers the ordering parameter of a thermal mode

## The vacuum, smoothed once

A single field mode in its ground state contains no photons, yet its Wigner and Husimi functions both have a nonzero spread. With \(a\in\mathbb C\) the phase-space amplitude, the Wigner function of the vacuum is \((2/\pi)e^{-2|a|^2}\), for which \(|a|^2\) has mean \(1/2\). The Husimi function of the same state is \((1/\pi)e^{-|a|^2}\), for which the mean is \(1\). Smoothing the first with a copy of itself gives the second. Since

\[
|b|^2+|a-b|^2=\tfrac12|a|^2+2\,|b-\tfrac12a|^2 ,
\]

the convolution is

\[
\int \frac{2}{\pi}e^{-2|b|^2}\,\frac{2}{\pi}e^{-2|a-b|^2}\,d^2b
=\frac{4}{\pi^2}e^{-|a|^2}\int e^{-4|b-a/2|^2}d^2b
=\frac1\pi e^{-|a|^2}.
\]

The smoothing has added \(1/2\) to the mean of \(|a|^2\), which is the difference between symmetric and antinormal ordering of the photon number. The same calculation works at any temperature and for a continuous range of orderings.

## The thermal family and its moments

Let \(N\ge 0\) be the mean photon number of a thermal mode, and let the real number \(s\) label the operator ordering: \(s=1\) is normal, \(s=0\) symmetric and \(s=-1\) antinormal. Define

\[
G_t(a)=\frac{2}{\pi t}e^{-2|a|^2/t},\qquad W_s=G_{2N+1-s}.
\]

For \(r<s<2N+1\), the claim is that smoothing \(W_s\) with \(G_{s-r}\) gives \(W_r\), that \(W_s\) has total weight one, and that its mean of \(|a|^2\) is \(N+(1-s)/2\).

**Weight and second moment.** In polar coordinates, for \(c>0\),

\[
\int e^{-c|a|^2}d^2a=\frac{\pi}{c},\qquad \int |a|^2e^{-c|a|^2}d^2a=\frac{\pi}{c^2}.
\]

Setting \(c=2/t\) and multiplying by \(2/(\pi t)\) gives weight \(1\) and second moment \(t/2\). For \(t=2N+1-s\) the latter is \(N+(1-s)/2\).

**Smoothing.** Take \(t,u>0\) and put \(v=tu/(t+u)\), so that \(1/t+1/u=1/v\) and \(v/u=t/(t+u)\). Expanding and completing the square in \(b\),

\[
\begin{aligned}
\frac{|b|^2}{t}+\frac{|a-b|^2}{u}
&=\frac{|b|^2}{v}-\frac{2}{u}\operatorname{Re}(\bar a b)+\frac{|a|^2}{u}\\
&=\frac1v\Big|b-\frac{t}{t+u}a\Big|^2+\Big(\frac1u-\frac{v}{u^2}\Big)|a|^2 .
\end{aligned}
\]

The last bracket equals \(1/(t+u)\). The prefactors also match, because \(tu=(t+u)v\), and therefore

\[
G_t(b)\,G_u(a-b)=G_{t+u}(a)\,G_v\!\Big(b-\frac{t}{t+u}a\Big).
\]

Integrating over \(b\) removes the displaced Gaussian, which has weight one, and leaves \(G_{t+u}(a)\). With \(t=2N+1-s\) and \(u=s-r\), the sum of the widths is \(2N+1-r\), so the result is \(W_r\).

**Photon counting.** The Bose-Einstein distribution is \(p_n=N^n/(N+1)^{n+1}=(1-q)q^n\) with \(q=N/(N+1)\). From \(\sum_n q^n=1/(1-q)\) and \(\sum_n nq^n=q/(1-q)^2\) it follows that \(\sum_n p_n=1\) and \(\sum_n np_n=q/(1-q)=N\). The average of \(n+(1-s)/2\) is thus \(N+(1-s)/2\), in agreement with the phase-space moment.

**The Husimi function.** The Husimi function at \(a\) is the expectation value of the density operator in the coherent state of amplitude \(a\), divided by \(\pi\). The thermal density operator is diagonal in the photon number, with entries \(p_n\), so only the photon probabilities of the coherent state enter. That state contains \(n\) photons with probability \(e^{-|a|^2}|a|^{2n}/n!\). Averaging over \(p_n\) and dividing by \(\pi\) gives

\[
\frac{e^{-|a|^2}}{\pi(N+1)}\sum_{n\ge0}\frac1{n!}\Big(\frac{N|a|^2}{N+1}\Big)^n
=\frac{1}{\pi(N+1)}e^{-|a|^2/(N+1)}=W_{-1}(a).
\]

In phase-space simulation, these moments say what to subtract from a sampled average: for one non-interacting thermal mode drawn from \(W_0\), the mean photon number is the mean of \(|a|^2\) minus \(1/2\).

## Phase space and photon statistics in Lean

Phase space is the type `ℂ`, and `∫ a : ℂ` integrates with respect to area, \(d^2a=d\operatorname{Re}a\;d\operatorname{Im}a\).

```lean
import Mathlib

open MeasureTheory Real

namespace ThermalPhaseSpace

noncomputable section
```

The function `gaussian t` is \(G_t\). Its parameter `t` is a width and not a time; it is also not a variance, since each of the two real coordinates has variance \(t/4\). The letter `a` is the complex amplitude that textbooks usually call \(\alpha\), not the annihilation operator.

```lean
/-- The Gaussian `G_t(a) = (2 / (π t)) exp(-2 |a|² / t)` on the complex phase plane,
for width `t > 0`. -/
def gaussian (t : ℝ) (a : ℂ) : ℝ :=
  2 / (π * t) * Real.exp (-2 * ‖a‖ ^ 2 / t)
```

The thermal family is defined by its explicit Gaussian form. Here `N` is a real number, the mean occupation, and not the number operator. For a mode of frequency \(\omega\) at temperature \(T\) it stands for \(1/(e^{\hbar\omega/k_BT}-1)\).

```lean
/-- The `s`-ordered quasiprobability of a thermal mode with mean photon number `N`,
for `s < 2N + 1`. -/
def thermalW (N s : ℝ) : ℂ → ℝ :=
  gaussian (2 * N + 1 - s)
```

The next two definitions are the distribution \(p_n\) and the Poisson distribution of photons in a coherent state.

```lean
/-- The Bose-Einstein probability of finding `n` photons when the mean number is `N ≥ 0`. -/
def photonProb (N : ℝ) (n : ℕ) : ℝ :=
  N ^ n / (N + 1) ^ (n + 1)

/-- The probability of finding `n` photons in the coherent state of amplitude `a`. -/
def coherentProb (a : ℂ) (n : ℕ) : ℝ :=
  Real.exp (-‖a‖ ^ 2) * ‖a‖ ^ (2 * n) / (n.factorial : ℝ)
```

No density operator appears in these definitions. The step to a physical mode is the identification of `thermalW N s` with the \(s\)-ordered quasiprobability of the thermal density operator. For \(s=-1\), the theorem `husimi_thermal` below supports it from the photon statistics; for other \(s\) it is taken over from the standard operator calculation.

## Radial integrals

Both radial integrals come from one Mathlib formula for \(\int|a|^q e^{-b|a|^p}d^2a\) in terms of the Gamma function. Here \(p\), \(q\) and \(b\) are Mathlib's names for real parameters; this \(q\) is not the ratio \(N/(N+1)\), and this \(b\) is not a point of phase space. The values \(p=2\), \(b=2/t\) and \(q=0\) give the weight.

```lean
/-- A phase-space Gaussian of positive width has total weight one. -/
theorem integral_gaussian_eq_one {t : ℝ} (ht : 0 < t) :
    ∫ a : ℂ, gaussian t a = 1 := by
  have h := Complex.integral_rpow_mul_exp_neg_mul_rpow (p := 2) (q := 0) (b := 2 / t)
    (by norm_num) (by norm_num) (by positivity)
  simp only [Real.rpow_two, Real.rpow_zero, one_mul] at h
  rw [show (-(0 + 2) / 2 : ℝ) = -1 by norm_num, show ((0 + 2) / 2 : ℝ) = 1 by norm_num,
    Real.rpow_neg_one, Real.Gamma_one] at h
  have e : ∀ a : ℂ, gaussian t a = 2 / (π * t) * Real.exp (-(2 / t) * ‖a‖ ^ 2) := by
    intro a
    rw [gaussian, show -2 * ‖a‖ ^ 2 / t = -(2 / t) * ‖a‖ ^ 2 by ring]
  simp only [e]
  rw [integral_const_mul, h]
  field_simp
```

With \(q=2\) the same formula gives the second moment. In both proofs, `e` rewrites the integrand into the shape that the formula expects, and `field_simp` cancels the prefactor.

```lean
/-- The mean of `|a|²` in a phase-space Gaussian of width `t > 0` is `t / 2`. -/
theorem integral_normSq_gaussian {t : ℝ} (ht : 0 < t) :
    ∫ a : ℂ, ‖a‖ ^ 2 * gaussian t a = t / 2 := by
  have h := Complex.integral_rpow_mul_exp_neg_mul_rpow (p := 2) (q := 2) (b := 2 / t)
    (by norm_num) (by norm_num) (by positivity)
  simp only [Real.rpow_two] at h
  rw [show (-(2 + 2) / 2 : ℝ) = -2 by norm_num, show ((2 + 2) / 2 : ℝ) = 2 by norm_num,
    Real.rpow_neg (show (0 : ℝ) ≤ 2 / t by positivity), Real.rpow_two, Real.Gamma_two] at h
  have e : ∀ a : ℂ, ‖a‖ ^ 2 * gaussian t a
      = 2 / (π * t) * (‖a‖ ^ 2 * Real.exp (-(2 / t) * ‖a‖ ^ 2)) := by
    intro a
    rw [gaussian, show -2 * ‖a‖ ^ 2 / t = -(2 / t) * ‖a‖ ^ 2 by ring]
    ring
  simp only [e]
  rw [integral_const_mul, h]
  field_simp
```

## Completing the square and adding widths

The factorisation of \(G_t(b)G_u(a-b)\) is an identity between functions, with no integral in it. The equation `key` is the completed square, checked by writing the complex norms in real and imaginary parts; `pref` is the matching of prefactors. The symbol `•` multiplies a complex number by a real one.

```lean
/-- Completing the square: for positive widths, the product of two Gaussians in `b` and `a - b`
is a Gaussian in `a` times a displaced Gaussian in `b`. -/
theorem gaussian_mul_gaussian {t u : ℝ} (ht : 0 < t) (hu : 0 < u) (a b : ℂ) :
    gaussian t b * gaussian u (a - b)
      = gaussian (t + u) a * gaussian (t * u / (t + u)) (b - (t / (t + u)) • a) := by
  have htu : t + u ≠ 0 := by positivity
  have key : -2 * ‖b‖ ^ 2 / t + -2 * ‖a - b‖ ^ 2 / u
      = -2 * ‖a‖ ^ 2 / (t + u)
        + -2 * ‖b - (t / (t + u)) • a‖ ^ 2 / (t * u / (t + u)) := by
    simp only [Complex.sq_norm, Complex.normSq_apply, Complex.sub_re, Complex.sub_im,
      Complex.smul_re, Complex.smul_im, smul_eq_mul]
    field_simp
    ring
  have pref : 2 / (π * t) * (2 / (π * u))
      = 2 / (π * (t + u)) * (2 / (π * (t * u / (t + u)))) := by
    field_simp
  unfold gaussian
  rw [mul_mul_mul_comm, ← Real.exp_add, key, pref, Real.exp_add, mul_mul_mul_comm]
```

The convolution then follows as in the derivation. The factor \(G_{t+u}(a)\) leaves the integral, `integral_sub_right_eq_self` removes the displacement, and the remaining Gaussian has weight one.

```lean
/-- Smoothing a Gaussian with another one adds their positive widths. -/
theorem gaussian_convolution {t u : ℝ} (ht : 0 < t) (hu : 0 < u) (a : ℂ) :
    ∫ b : ℂ, gaussian t b * gaussian u (a - b) = gaussian (t + u) a := by
  simp only [gaussian_mul_gaussian ht hu a]
  -- the displacement does not change the integral over the plane
  rw [integral_const_mul, integral_sub_right_eq_self (gaussian (t * u / (t + u))),
    integral_gaussian_eq_one (by positivity), mul_one]
```

## Photon statistics

`HasSum f x` says that the series with terms `f n` converges to `x`. In the proof below, `A` is the series for \(\sum_n np_n\) and `B` the one for \(\sum_n p_n\), both written with the ratio \(q=N/(N+1)\). Their combination `C` is the required average.

```lean
/-- For `N ≥ 0`, the average of `n + (1 - s) / 2` over the Bose-Einstein photon distribution
is `N + (1 - s) / 2`. -/
theorem photon_average {N : ℝ} (hN : 0 ≤ N) (s : ℝ) :
    HasSum (fun n : ℕ => photonProb N n * (n + (1 - s) / 2)) (N + (1 - s) / 2) := by
  have hN1 : N + 1 ≠ 0 := by positivity
  have hr0 : 0 ≤ N / (N + 1) := by positivity
  have hr1 : N / (N + 1) < 1 := by
    rw [div_lt_one (by positivity)]
    linarith
  have h1r : 1 - N / (N + 1) = (N + 1)⁻¹ := by
    rw [eq_comm, inv_eq_one_div, eq_sub_iff_add_eq, ← add_div, add_comm 1 N, div_self hN1]
  have e1 : (N + 1)⁻¹ * (N / (N + 1) / ((N + 1)⁻¹) ^ 2) = N := by
    field_simp
  -- the geometric series and its first moment
  have A := (hasSum_coe_mul_geometric_of_norm_lt_one
    (r := N / (N + 1)) (by rwa [Real.norm_of_nonneg hr0])).mul_left (N + 1)⁻¹
  rw [h1r, e1] at A
  have B := (hasSum_geometric_of_lt_one hr0 hr1).mul_left (N + 1)⁻¹
  rw [h1r, inv_inv, inv_mul_cancel₀ hN1] at B
  have C := A.add (B.mul_left ((1 - s) / 2))
  rw [mul_one] at C
  have e : (fun n : ℕ => photonProb N n * (n + (1 - s) / 2))
      = fun n : ℕ => (N + 1)⁻¹ * ((n : ℝ) * (N / (N + 1)) ^ n)
        + (1 - s) / 2 * ((N + 1)⁻¹ * (N / (N + 1)) ^ n) := by
    funext n
    have hp : photonProb N n = (N + 1)⁻¹ * (N / (N + 1)) ^ n := by
      rw [photonProb, div_pow, pow_succ (N + 1) n]
      field_simp
    rw [hp]
    ring
  rw [e]
  exact C
```

The Husimi theorem holds at every point `a` of the plane. The exponential series is `h`, the equation `e` pulls the factors independent of \(n\) out of each term, and `key` adds the two exponents.

```lean
/-- For `N ≥ 0`, the member `s = -1` is the Husimi function of the thermal state: the coherent-state
photon probabilities averaged over the Bose-Einstein distribution, divided by `π`. -/
theorem husimi_thermal {N : ℝ} (hN : 0 ≤ N) (a : ℂ) :
    HasSum (fun n : ℕ => photonProb N n * coherentProb a n / π) (thermalW N (-1) a) := by
  have hN1 : N + 1 ≠ 0 := by positivity
  have h : HasSum (fun n : ℕ => (N * ‖a‖ ^ 2 / (N + 1)) ^ n / (n.factorial : ℝ))
      (Real.exp (N * ‖a‖ ^ 2 / (N + 1))) := by
    rw [Real.exp_eq_exp_ℝ]
    exact NormedSpace.expSeries_div_hasSum_exp _
  have e : (fun n : ℕ => photonProb N n * coherentProb a n / π)
      = fun n : ℕ => Real.exp (-‖a‖ ^ 2) / (π * (N + 1))
        * ((N * ‖a‖ ^ 2 / (N + 1)) ^ n / (n.factorial : ℝ)) := by
    funext n
    have hf : (n.factorial : ℝ) ≠ 0 := by positivity
    rw [photonProb, coherentProb, div_pow, mul_pow, pow_mul, pow_succ (N + 1) n]
    field_simp
  -- the exponents of the vacuum factor and of the resummed series add up
  have key : -2 * ‖a‖ ^ 2 / (2 * (N + 1)) = -‖a‖ ^ 2 + N * ‖a‖ ^ 2 / (N + 1) := by
    field_simp
    ring
  have v : thermalW N (-1) a
      = Real.exp (-‖a‖ ^ 2) / (π * (N + 1)) * Real.exp (N * ‖a‖ ^ 2 / (N + 1)) := by
    unfold thermalW gaussian
    rw [show 2 * N + 1 - (-1) = 2 * (N + 1) by ring, key, Real.exp_add]
    field_simp
  rw [e, v]
  exact h.mul_left _
```

## The ordered family

The main theorem has four parts under the hypotheses \(N\ge0\) and \(r<s<2N+1\): the smoothing law at every `a`, the total weight, the second moment, and the equality of that moment with the photon-counting average. There is no lower limit on `r`. The condition `hs` makes the width of \(W_s\) positive, and `hrs` does the same for the smoothing kernel. Smoothing therefore runs towards smaller \(s\), from normal towards antinormal order.

The proof sets \(t=2N+1-s\) and applies the Gaussian results. The assumption `hN` is used only for the photon average.

```lean
/-- For `N ≥ 0` and `r < s < 2N + 1`, smoothing `W_s` with `G_(s-r)` gives `W_r`, and `W_s` has
total weight one. Its mean of `|a|²` is `N + (1 - s) / 2`, which is the average of
`n + (1 - s) / 2` over the Bose-Einstein photon distribution. -/
theorem thermal_ordered_family {N r s : ℝ} (hN : 0 ≤ N) (hrs : r < s) (hs : s < 2 * N + 1) :
    (∀ a : ℂ, ∫ b : ℂ, thermalW N s b * gaussian (s - r) (a - b) = thermalW N r a) ∧
    ∫ a : ℂ, thermalW N s a = 1 ∧
    ∫ a : ℂ, ‖a‖ ^ 2 * thermalW N s a = N + (1 - s) / 2 ∧
    HasSum (fun n : ℕ => photonProb N n * (n + (1 - s) / 2))
      (∫ a : ℂ, ‖a‖ ^ 2 * thermalW N s a) := by
  have ht : 0 < 2 * N + 1 - s := by linarith
  have hm : ∫ a : ℂ, ‖a‖ ^ 2 * thermalW N s a = N + (1 - s) / 2 := by
    unfold thermalW
    rw [integral_normSq_gaussian ht]
    ring
  refine ⟨fun a => ?_, integral_gaussian_eq_one ht, hm, ?_⟩
  · unfold thermalW
    rw [gaussian_convolution ht (sub_pos.mpr hrs) a,
      show 2 * N + 1 - s + (s - r) = 2 * N + 1 - r by ring]
  · rw [hm]
    exact photon_average hN s
```

For \(N>0\) all three standard orderings are in range. Their moments correspond to the expectation values of \(\hat a^\dagger\hat a\), \((\hat a^\dagger\hat a+\hat a\hat a^\dagger)/2\) and \(\hat a\hat a^\dagger\), where \(\hat a\) is the annihilation operator. The proof reads them off from the main theorem with \(r=s-1\), a choice that only serves to satisfy \(r<s\). The weight of \(W_1\), whose width is \(2N\), comes directly from the Gaussian integral.

```lean
/-- For `N > 0`, `W_1` has total weight one, and the means of `|a|²` at `s = 1, 0, -1`
(normal, symmetric and antinormal order) are `N`, `N + 1/2` and `N + 1`. -/
theorem ordered_moments {N : ℝ} (hN : 0 < N) :
    ∫ a : ℂ, thermalW N 1 a = 1 ∧
    ∫ a : ℂ, ‖a‖ ^ 2 * thermalW N 1 a = N ∧
    ∫ a : ℂ, ‖a‖ ^ 2 * thermalW N 0 a = N + 1 / 2 ∧
    ∫ a : ℂ, ‖a‖ ^ 2 * thermalW N (-1) a = N + 1 := by
  have m : ∀ s : ℝ, s ≤ 1 → ∫ a : ℂ, ‖a‖ ^ 2 * thermalW N s a = N + (1 - s) / 2 :=
    fun s hs => (thermal_ordered_family hN.le (sub_one_lt s) (by linarith)).2.2.1
  refine ⟨integral_gaussian_eq_one (by linarith), ?_, ?_, ?_⟩
  · rw [m 1 le_rfl]
    ring
  · rw [m 0 (by norm_num)]
    ring
  · rw [m (-1) (by norm_num)]
    ring

end

end ThermalPhaseSpace
```

```lean
#print axioms ThermalPhaseSpace.husimi_thermal
-- 'ThermalPhaseSpace.husimi_thermal' depends on axioms: [propext, Classical.choice, Quot.sound]
#print axioms ThermalPhaseSpace.thermal_ordered_family
-- 'ThermalPhaseSpace.thermal_ordered_family' depends on axioms: [propext, Classical.choice, Quot.sound]
#print axioms ThermalPhaseSpace.ordered_moments
-- 'ThermalPhaseSpace.ordered_moments' depends on axioms: [propext, Classical.choice, Quot.sound]
```

## The vacuum at normal order

The bound \(s<2N+1\) can't be relaxed to \(s\le 2N+1\). Take \(N=0\) and \(s=1\), the normally ordered distribution of the vacuum. The width is then zero, and because Lean sets division by zero to zero, `thermalW 0 1` is the zero function, whose integral is \(0\) and not \(1\). For the same reason `ordered_moments` assumes \(N>0\) and not merely \(N\ge0\).

The limit shows what the physical object is. For \(N=0\) and \(s<1\), the function \(W_s\) has weight one and second moment \((1-s)/2\). As \(s\) approaches \(1\) from below, the weight stays fixed while the spread vanishes, so the distribution contracts to a unit point mass at the origin. This is the delta function that represents the vacuum in normal order, and it is a measure on the plane, not a function of \(a\).
